# The quadratic form of the two-hole metric is the squared norm of the state with two electrons attached

For a finite set of orbitals, the theorem takes the two-hole metric, the matrix of inner products ⟨ψ, a_u a_t a_v⁺ a_w⁺ ψ⟩, and forms its quadratic form with complex amplitudes x over ordered pairs of orbitals. It says that this equals the squared norm of Σ x_{vw} a_v⁺ a_w⁺ ψ, the state obtained by attaching two electrons to ψ. The vector ψ is arbitrary and need not be normalised; for nonzero ψ, the expectation values in the normalised state follow on dividing by ‖ψ‖². The attempt writes the squared norm as the inner product of the attached state with itself, expands both sums, and moves the two creators on the left across as annihilators.

In Lean, a first try:

```lean
import Mathlib

open ComplexConjugate

namespace TwoHoleMetric

noncomputable section

variable {ι H : Type*} [DecidableEq ι] [NormedAddCommGroup H] [InnerProductSpace ℂ H]

/-- The Kronecker delta of two orbital labels. -/
def delta (p q : ι) : ℂ := if p = q then 1 else 0

/-- Annihilators `a` and creators `c` are mutually adjoint and obey the canonical
anticommutation relations. -/
structure IsCAR (a c : ι → H →ₗ[ℂ] H) : Prop where
  adj : ∀ p x y, inner ℂ (c p x) y = inner ℂ x (a p y)
  mixed : ∀ p q x, a p (c q x) + c q (a p x) = delta p q • x
  anti : ∀ p q x, a p (a q x) + a q (a p x) = 0

/-- The two-hole metric `⟨a_u a_t a_v⁺ a_w⁺⟩`. -/
def twoHole (a c : ι → H →ₗ[ℂ] H) (ψ : H) (t u v w : ι) : ℂ :=
  inner ℂ ψ (a u (a t (c v (c w ψ))))

variable {a c : ι → H →ₗ[ℂ] H}

/-- The quadratic form of the two-hole metric is the squared norm of the state obtained by
attaching two electrons with amplitudes `x`. -/
theorem twoHole_quadratic_form [Fintype ι] (h : IsCAR a c) (ψ : H) (x : ι × ι → ℂ) :
    ∑ p, ∑ q, conj (x p) * x q * twoHole a c ψ p.1 p.2 q.1 q.2 =
      (‖∑ p, x p • c p.1 (c p.2 ψ)‖ : ℂ) ^ 2 := by
  refine Eq.trans ?_ (inner_self_eq_norm_sq_to_K (𝕜 := ℂ) _)
  rw [sum_inner]
  refine Finset.sum_congr rfl fun p _ => ?_
  rw [inner_sum]
  refine Finset.sum_congr rfl fun q _ => ?_
  rw [inner_smul_left, inner_smul_right, h.adj, h.adj, twoHole]
  ring

end

end TwoHoleMetric
```

The error:

```
Main.lean:32:21: error: Application type mismatch: The argument
  inner_self_eq_norm_sq_to_K ?m.103
has type
  inner ℂ ?m.103 ?m.103 = ↑‖?m.103‖ ^ 2
but is expected to have type
  ?m.96 = ↑‖∑ p, x p • (c p.1) ((c p.2) ψ)‖ ^ 2
in the application
  Eq.trans ?m.98 (inner_self_eq_norm_sq_to_K ?m.103)
```

What went wrong. The message says that `inner_self_eq_norm_sq_to_K` could not be fitted to the right side of the goal, although both print as `↑‖…‖ ^ 2`. The arrows hide different terms. The lemma holds for any `RCLike` field and casts the real norm with the general coercion, while the goal uses the coercion special to `ℂ`. The two agree by definition, but not in form. Here the lemma's vector was left as `_`, so Lean had to find it while also matching the two casts, and it failed.

The repair separates these tasks. The new fact `hs` states the identity with the cast into `ℂ` that the goal uses. In its proof the vector `y : H` is given, so `exact` only has to check that the two forms agree by definition. In `hs _` the vector is again left open, but the right side now has the same form as the goal's, and Lean can read the vector off by matching. The rest of the proof is unchanged.

The repair, with which the file compiles:

```diff
@@ -30,5 +30,8 @@
     ∑ p, ∑ q, conj (x p) * x q * twoHole a c ψ p.1 p.2 q.1 q.2 =
       (‖∑ p, x p • c p.1 (c p.2 ψ)‖ : ℂ) ^ 2 := by
-  refine Eq.trans ?_ (inner_self_eq_norm_sq_to_K (𝕜 := ℂ) _)
+  have hs : ∀ y : H, inner ℂ y y = (‖y‖ : ℂ) ^ 2 := by
+    intro y
+    exact inner_self_eq_norm_sq_to_K (𝕜 := ℂ) y
+  refine Eq.trans ?_ (hs _)
   rw [sum_inner]
   refine Finset.sum_congr rfl fun p _ => ?_
```
